# Traces of even products of operators with scalar anticommutators: contraction recursion and Pfaffian formula

A trace identity for gamma matrices or fermion operators speaks of "the product with two factors left out", and Lean needs a definite object for that phrase. Here a string of $m$ operators is a function $v$ from the positions $\{0,\dots,m-1\}$ to an algebra $A$, and a factor is omitted by composing $v$ with an increasing map that skips one position. The trace becomes any linear $f:A\to\mathbb C$ with $f(XY)=f(YX)$, and indices start at zero.

## Words, Pfaffian and Pauli matrices

```lean
import Mathlib

open Finset

namespace CliffordTrace

noncomputable section

variable {A : Type*} [Ring A] [Algebra ℂ A]
```

$A$ is an associative algebra over $\mathbb C$ with unit $1$. No adjoint or norm on $A$ is assumed, and its dimension is unrestricted; all products are defined, so domain questions for unbounded operators are not modelled.

```lean
/-- The ordered product `v 0 * v 1 * ⋯ * v (m-1)` of a finite family of operators. -/
def word {R : Type*} [Ring R] {m : ℕ} (v : Fin m → R) : R := (List.ofFn v).prod
```

`Fin m` is $\{0,\dots,m-1\}$, and `word v` is $v_0v_1\cdots v_{m-1}$, equal to $1$ for $m=0$.

```lean
/-- The Pfaffian built from the entries `h i j` with `i < j`, by expansion along the first row;
it is `1` for size zero and `0` for size one. -/
def pf : (m : ℕ) → (Fin m → Fin m → ℂ) → ℂ
  | 0, _ => 1
  | 1, _ => 0
  | m + 2, h => ∑ k : Fin (m + 1), (-1) ^ (k : ℕ) * h 0 k.succ *
      pf m (fun i j => h (k.succAbove i).succ (k.succAbove j).succ)
```

For $k\in\{0,\dots,m\}$, `k.succ` is $k+1$, and `k.succAbove` sends $j\in\{0,\dots,m-1\}$ to $j$ if $j<k$ and to $j+1$ otherwise. So `(k.succAbove i).succ` runs through $1,\dots,m+1$ without $k+1$, and for an array $h$ of size $m+2$
$$\mathrm{Pf}(h)=\sum_{k=0}^{m}(-1)^k\,h_{0,k+1}\,\mathrm{Pf}\big(h\text{ without rows and columns }0,\,k+1\big).$$
Only entries $h_{ij}$ with $i<j$ enter. This recursion is the definition; the relation of the Pfaffian to the determinant is neither used nor proved.

```lean
/-- The three Pauli matrices. -/
def pauli : Fin 3 → Matrix (Fin 2) (Fin 2) ℂ :=
  ![!![0, 1; 1, 0], !![0, -Complex.I; Complex.I, 0], !![1, 0; 0, -1]]
```

`pauli 0`, `pauli 1`, `pauli 2` are $\sigma_x,\sigma_y,\sigma_z$.

## Moving an operator through a product

```lean
/-- An ordered product is its first factor times the product of the remaining ones. -/
theorem word_succ {R : Type*} [Ring R] {m : ℕ} (v : Fin (m + 1) → R) :
    word v = v 0 * word (fun j : Fin m => v j.succ) := by
  simp [word, List.ofFn_succ]
```

This reads $v_0\cdots v_m=v_0\,(v_1\cdots v_m)$.

```lean
/-- Moving `a` from the left to the right of a product of `m + 1` operators with scalar
anticommutators `{a, v k} = 2 c k` gives alternating contraction terms and a sign `(-1)^(m+1)`. -/
theorem move_through (a : A) {m : ℕ} (v : Fin (m + 1) → A) (c : Fin (m + 1) → ℂ)
    (hc : ∀ k, a * v k + v k * a = (2 * c k) • (1 : A)) :
    a * word v = ∑ k : Fin (m + 1),
        ((-1) ^ (k : ℕ) * (2 * c k)) • word (fun j : Fin m => v (k.succAbove j))
      + (-1 : ℂ) ^ (m + 1) • (word v * a) := by
  induction m with
  | zero =>
    have h1 : word v = v 0 := by simp [word]
    have h2 : ∀ w : Fin 0 → A, word w = 1 := by intro w; simp [word]
    rw [Fin.sum_univ_succ, Fin.sum_univ_zero, h1, h2]
    simp only [Fin.val_zero, pow_zero, one_mul, zero_add, pow_one, neg_one_smul, add_zero]
    exact eq_add_neg_of_add_eq (hc 0)
  | succ m ih =>
    have key := ih (fun j => v j.succ) (fun j => c j.succ) (fun k => hc k.succ)
    have h0 : a * v 0 = (2 * c 0) • (1 : A) - v 0 * a := eq_sub_of_add_eq (hc 0)
    -- the later contraction terms all keep the factor `v 0` in front
    have hs : ∑ k : Fin (m + 1), ((-1) ^ ((k.succ : Fin (m + 2)) : ℕ) * (2 * c k.succ)) •
          word (fun j : Fin (m + 1) => v (k.succ.succAbove j))
        = -(v 0 * ∑ k : Fin (m + 1), ((-1) ^ (k : ℕ) * (2 * c k.succ)) •
          word (fun j : Fin m => v (k.succAbove j).succ)) := by
      rw [Finset.mul_sum, ← Finset.sum_neg_distrib]
      refine Finset.sum_congr rfl fun k _ => ?_
      rw [word_succ, mul_smul_comm, ← neg_smul]
      simp only [Fin.succ_succAbove_zero, Fin.succ_succAbove_succ, Fin.val_succ, pow_succ]
      congr 1
      ring
    rw [Fin.sum_univ_succ, hs, word_succ v]
    -- pass `a` through the first factor, then through the rest
    rw [← mul_assoc, h0, sub_mul, smul_mul_assoc, one_mul, mul_assoc, key, mul_add,
      mul_smul_comm, mul_assoc, pow_succ (-1 : ℂ) (m + 1)]
    simp only [Fin.val_zero, pow_zero, one_mul, Fin.zero_succAbove]
    module
```

Hypothesis `hc` says $av_k+v_ka=2c_k1$ with complex numbers $c_k$; `•` is multiplication by a scalar. This is the Clifford relation of gamma matrices, and it also holds for linear combinations of fermionic creation and annihilation operators. With $W=v_0\cdots v_m$ and $W^{(k)}$ the same product without $v_k$, the claim is
$$aW=\sum_{k=0}^{m}(-1)^k\,2c_k\,W^{(k)}+(-1)^{m+1}Wa .$$
For one factor it is $av_0=2c_01-v_0a$. For $m+2$ factors write $W=v_0V$ with $V=v_1\cdots v_{m+1}$, let $V^{(k)}$ omit $v_{k+1}$, and apply the claim to $V$:
$$aW=2c_0V-v_0\,aV=2c_0V-v_0\Big[\sum_{k=0}^{m}(-1)^k2c_{k+1}V^{(k)}+(-1)^{m+1}Va\Big],$$
$$aW=2c_0V+\sum_{k=0}^{m}(-1)^{k+1}2c_{k+1}\,v_0V^{(k)}+(-1)^{m+2}Wa .$$
Since $V=W^{(0)}$ and $v_0V^{(k)}=W^{(k+1)}$, this is the claim for the longer product. In the code `h0` is the single exchange, `key` is the square bracket, `hs` rewrites the terms $W^{(k+1)}$ as minus $v_0$ times the bracketed sum, and `module` collects scalar multiples.

The proof turns on `Fin.succAbove`, because the two identifications just made are properties of this map. `Fin.zero_succAbove` says that skipping position $0$ is the shift $j\mapsto j+1$, which gives $W^{(0)}=V$. `Fin.succ_succAbove_zero` says that skipping $k+1$ leaves position $0$ fixed, so $W^{(k+1)}$ begins with $v_0$. `Fin.succ_succAbove_succ` says that skipping $k+1$ at position $j+1$ equals skipping $k$ at position $j$ and then shifting, so the rest is $V^{(k)}$. The shortened family of factors has type `Fin m → A`, so its length is part of its type.

## Even and odd length under a cyclic functional

```lean
/-- For a cyclic linear functional and an even number of operators whose first member has scalar
anticommutators `2 h k` with the others, the value on the product is the alternating sum of
`h k` times the value on the product omitting the first and the contracted operator. -/
theorem trace_recursion (f : A →ₗ[ℂ] ℂ) (hf : ∀ X Y, f (X * Y) = f (Y * X))
    {m : ℕ} (hm : Even m) (u : Fin (m + 2) → A) (h : Fin (m + 1) → ℂ)
    (hu : ∀ k : Fin (m + 1), u 0 * u k.succ + u k.succ * u 0 = (2 * h k) • (1 : A)) :
    f (word u) = ∑ k : Fin (m + 1),
      (-1) ^ (k : ℕ) * h k * f (word fun j : Fin m => u (k.succAbove j).succ) := by
  have key := congrArg f (move_through (u 0) (fun j => u j.succ) h hu)
  -- cyclicity turns the boundary term into minus the left-hand side
  rw [map_add, map_smul, hf (word _) (u 0), hm.add_one.neg_one_pow, ← word_succ u] at key
  simp only [map_sum, map_smul, smul_eq_mul] at key
  have h2 : ∑ k : Fin (m + 1), (-1) ^ (k : ℕ) * (2 * h k) *
        f (word fun j : Fin m => u (k.succAbove j).succ)
      = 2 * ∑ k : Fin (m + 1),
        (-1) ^ (k : ℕ) * h k * f (word fun j : Fin m => u (k.succAbove j).succ) := by
    rw [Finset.mul_sum]
    exact Finset.sum_congr rfl fun k _ => by ring
  linear_combination (1 / 2 : ℂ) * key + (1 / 2 : ℂ) * h2
```

`A →ₗ[ℂ] ℂ` is the type of linear maps, and `hf` is cyclicity, the property of the matrix trace that is kept; $f$ need be neither positive nor normalised. There are $m+2$ operators $u_0,\dots,u_{m+1}$ with $m$ even, and `hu` assumes $u_0u_{k+1}+u_{k+1}u_0=2h_k1$ only for pairs that contain $u_0$. With $U=u_0\cdots u_{m+1}$ and $U_k$ the product without $u_0$ and $u_{k+1}$,
$$f(U)=S,\qquad S=\sum_{k=0}^{m}(-1)^k h_k\,f(U_k).$$
Counting from one, the partner sits at position $k+2$, so the sign is also $(-1)$ to that position. For $m=0$ the statement is $f(u_0u_1)=h_0f(1)$.

To derive it, put $a=u_0$ and $W=u_1\cdots u_{m+1}$ in the previous identity and apply $f$:
$$f(U)=2S+(-1)^{m+1}f(Wu_0).$$
Cyclicity gives $f(Wu_0)=f(u_0W)=f(U)$, and $(-1)^{m+1}=-1$, so $2f(U)=2S$. In the code `congrArg f` applies $f$, the rewrite with `hf` and `hm.add_one.neg_one_pow` handles the last term, `h2` extracts the factor $2$, and `linear_combination` halves the equation.

```lean
/-- For a cyclic linear functional `f` and an odd number `m + 2` of operators whose first member has
scalar anticommutators `2 h k` with the others, the alternating sum of `h k` times the value of `f`
on the product omitting the first and the contracted operator vanishes. -/
theorem odd_sum_rule (f : A →ₗ[ℂ] ℂ) (hf : ∀ X Y, f (X * Y) = f (Y * X))
    {m : ℕ} (hm : Odd m) (u : Fin (m + 2) → A) (h : Fin (m + 1) → ℂ)
    (hu : ∀ k : Fin (m + 1), u 0 * u k.succ + u k.succ * u 0 = (2 * h k) • (1 : A)) :
    ∑ k : Fin (m + 1),
      (-1) ^ (k : ℕ) * h k * f (word fun j : Fin m => u (k.succAbove j).succ) = 0 := by
  have key := congrArg f (move_through (u 0) (fun j => u j.succ) h hu)
  rw [map_add, map_smul, hf (word _) (u 0), hm.add_one.neg_one_pow, ← word_succ u] at key
  simp only [map_sum, map_smul, smul_eq_mul] at key
  have h2 : ∑ k : Fin (m + 1), (-1) ^ (k : ℕ) * (2 * h k) *
        f (word fun j : Fin m => u (k.succAbove j).succ)
      = 2 * ∑ k : Fin (m + 1),
        (-1) ^ (k : ℕ) * h k * f (word fun j : Fin m => u (k.succAbove j).succ) := by
    rw [Finset.mul_sum]
    exact Finset.sum_congr rfl fun k _ => by ring
  linear_combination (-1 / 2 : ℂ) * key + (-1 / 2 : ℂ) * h2
```

For odd $m$ the sign is $+1$, so $f(U)=2S+f(U)$ and $S=0$, with no information on $f(U)$. For $m=1$ this reads $h_0f(u_2)-h_1f(u_1)=0$.

```lean
/-- If all pairs `i < j` among an even number of operators have scalar anticommutator `2 h i j`,
a cyclic linear functional of their product equals the Pfaffian of `h` times `f 1`. -/
theorem trace_eq_pf (f : A →ₗ[ℂ] ℂ) (hf : ∀ X Y, f (X * Y) = f (Y * X)) :
    ∀ (m : ℕ), Even m → ∀ (u : Fin m → A) (h : Fin m → Fin m → ℂ),
      (∀ i j, i < j → u i * u j + u j * u i = (2 * h i j) • (1 : A)) →
      f (word u) = pf m h * f 1
  | 0, _, u, h, _ => by simp [word, pf]
  | 1, hm, _, _, _ => absurd hm (by decide)
  | m + 2, hm, u, h, hu => by
    have hm' : Even m := by
      obtain ⟨r, hr⟩ := hm
      exact ⟨r - 1, by omega⟩
    rw [trace_recursion f hf hm' u (fun k => h 0 k.succ) (fun k => hu 0 k.succ (Fin.succ_pos k)),
      pf, Finset.sum_mul]
    refine Finset.sum_congr rfl fun k _ => ?_
    -- the shorter product obeys the same relations with the minor of `h`
    rw [trace_eq_pf f hf m hm' (fun j => u (k.succAbove j).succ)
      (fun i j => h (k.succAbove i).succ (k.succAbove j).succ)
      (fun i j hij => hu _ _ (Fin.succ_lt_succ_iff.mpr (Fin.strictMono_succAbove k hij)))]
    ring
```

Here $m$ is the full, even, length, and $u_iu_j+u_ju_i=2h_{ij}1$ is assumed for all $i<j$. Then
$$f(u_0\cdots u_{m-1})=\mathrm{Pf}(h)\,f(1).$$
The argument is induction in steps of two. The empty product gives $f(1)$. For length $m+2$, the recursion with coefficients $h_{0,k+1}$ reduces $f(U)$ to the values $f(U_k)$. Each $U_k$ satisfies the same relations with the minor of $h$, because omission preserves order (`Fin.strictMono_succAbove`), so $f(U_k)=\mathrm{Pf}(\text{minor})\,f(1)$, and the sum is the defining recursion of $\mathrm{Pf}(h)$ times $f(1)$.

For finitely many fermionic modes, with $f$ the trace normalised to $f(1)=1$, this is the pairing formula for the maximally mixed (infinite-temperature) state. Wick's theorem for thermal or ground states of quadratic Hamiltonians concerns expectation values that are in general not cyclic, and such values fall outside `hf`.

```lean
/-- For four operators with scalar anticommutators the value on the product is
`(h₀₁ h₂₃ - h₀₂ h₁₃ + h₀₃ h₁₂) f 1`. -/
theorem trace_four (f : A →ₗ[ℂ] ℂ) (hf : ∀ X Y, f (X * Y) = f (Y * X))
    (u : Fin 4 → A) (h : Fin 4 → Fin 4 → ℂ)
    (hu : ∀ i j, i < j → u i * u j + u j * u i = (2 * h i j) • (1 : A)) :
    f (word u) = (h 0 1 * h 2 3 - h 0 2 * h 1 3 + h 0 3 * h 1 2) * f 1 := by
  have p2 : ∀ g : Fin 2 → Fin 2 → ℂ, pf 2 g = g 0 1 := by
    intro g
    simp [pf]
  have p4 : pf 4 h = ∑ k : Fin 3, (-1) ^ (k : ℕ) * h 0 k.succ *
      pf 2 (fun i j => h (k.succAbove i).succ (k.succAbove j).succ) := rfl
  rw [trace_eq_pf f hf 4 (by decide) u h hu, p4, Fin.sum_univ_three, p2, p2, p2]
  change ((-1) ^ 0 * h 0 1 * h 2 3 + (-1) ^ 1 * h 0 2 * h 1 3 + (-1) ^ 2 * h 0 3 * h 1 2) * f 1 = _
  ring
```

For a cyclic linear $f$ and four operators with $u_iu_j+u_ju_i=2h_{ij}1$ for all $i<j$, two rounds of the recursion give
$$f(u_0u_1u_2u_3)=(h_{01}h_{23}-h_{02}h_{13}+h_{03}h_{12})\,f(1),$$
the form of the trace of four gamma matrices. In the proof `p2` is $\mathrm{Pf}(g)=g_{01}$ for an array $g$ of size two, and `p4` expands size four into three such terms.

```lean
/-- If an operator `γ` with `γ² = 1` anticommutes with every factor, a cyclic linear functional
vanishes on a product of an odd number of factors. -/
theorem trace_odd_eq_zero (f : A →ₗ[ℂ] ℂ) (hf : ∀ X Y, f (X * Y) = f (Y * X))
    {m : ℕ} (hm : Even m) (v : Fin (m + 1) → A) (γ : A) (hγ : γ * γ = 1)
    (hv : ∀ k, γ * v k + v k * γ = 0) : f (word v) = 0 := by
  have key := move_through γ v (fun _ => 0) (fun k => by simpa using hv k)
  simp only [mul_zero, zero_smul, Finset.sum_const_zero, zero_add, hm.add_one.neg_one_pow,
    neg_one_smul] at key
  have h1 : f (γ * (γ * word v)) = f (word v) := by rw [← mul_assoc, hγ, one_mul]
  have h2 : f (γ * (word v * γ)) = f (word v) := by rw [hf, mul_assoc, hγ, mul_one]
  rw [key, mul_neg, map_neg, h2] at h1
  linear_combination (-1 / 2 : ℂ) * h1
```

The product $W=v_0\cdots v_m$ has odd length $m+1$. The element $\gamma\in A$ obeys $\gamma^2=1$ and anticommutes with each $v_k$, as fermion parity does with linear combinations of creation and annihilation operators. Its existence is assumed, and no relation among the $v_k$ is needed. Moving $\gamma$ through with all $c_k=0$ gives $\gamma W=-W\gamma$ (`key`), and so
$$f(W)=f(\gamma\gamma W)=-f(\gamma W\gamma)=-f(W\gamma\gamma)=-f(W),$$
hence $f(W)=0$. The first equality is `h1`, and the last two are `h2`.

## Pauli matrices as an example and a counterexample

```lean
/-- The Pauli matrices have anticommutators `2 δ`, the matrix trace is cyclic,
`tr (σx σy σx σy) = -2`, and `σz` squares to one and anticommutes with `σx` and `σy`. -/
theorem pauli_witness :
    (∀ i j, pauli i * pauli j + pauli j * pauli i
      = (2 * (if i = j then 1 else 0) : ℂ) • (1 : Matrix (Fin 2) (Fin 2) ℂ)) ∧
    (∀ X Y, Matrix.traceLinearMap (Fin 2) ℂ ℂ (X * Y)
      = Matrix.traceLinearMap (Fin 2) ℂ ℂ (Y * X)) ∧
    (pauli 0 * pauli 1 * pauli 0 * pauli 1).trace = -2 ∧
    pauli 2 * pauli 2 = 1 ∧ pauli 2 * pauli 0 + pauli 0 * pauli 2 = 0 ∧
    pauli 2 * pauli 1 + pauli 1 * pauli 2 = 0 := by
  have h : ∀ i j, pauli i * pauli j + pauli j * pauli i
      = (2 * (if i = j then 1 else 0) : ℂ) • (1 : Matrix (Fin 2) (Fin 2) ℂ) := by
    intro i j
    fin_cases i <;> fin_cases j <;> ext a b <;> fin_cases a <;> fin_cases b <;>
      simp [pauli] <;> norm_num
  refine ⟨h, fun X Y => Matrix.trace_mul_comm X Y, ?_, ?_, ?_, ?_⟩
  · simp [pauli, Matrix.trace_fin_two]
    norm_num
  · ext a b
    fin_cases a <;> fin_cases b <;> simp [pauli, Matrix.mul_apply, Fin.sum_univ_succ]
  · rw [h 2 0, if_neg (by decide), mul_zero, zero_smul]
  · rw [h 2 1, if_neg (by decide), mul_zero, zero_smul]
```

The six statements are $\sigma_i\sigma_j+\sigma_j\sigma_i=2\delta_{ij}1$, cyclicity of the $2\times2$ trace, $\operatorname{tr}(\sigma_x\sigma_y\sigma_x\sigma_y)=-2$, $\sigma_z^2=1$, and anticommutation of $\sigma_z$ with $\sigma_x$ and with $\sigma_y$. So $\sigma_z$ serves as $\gamma$ for words in $\sigma_x,\sigma_y$. Apart from cyclicity, which is `Matrix.trace_mul_comm`, the proof rests on computing with matrix entries.

As a numerical instance take $(u_0,u_1,u_2,u_3)=(\sigma_x,\sigma_y,\sigma_x,\sigma_y)$. Then $h_{02}=h_{13}=1$ and $h_{01}=h_{03}=h_{12}=h_{23}=0$, with $f(1)=\operatorname{tr}1=2$. The four-operator formula gives $(0-1+0)\cdot2=-2$. Directly, $\sigma_x\sigma_y=i\sigma_z$, whose square is $-1$, with trace $-2$; the normalised trace $\tfrac12\operatorname{tr}$ gives $-1$, the Pfaffian itself.

```lean
/-- For the three Pauli matrices `tr (σx σy σz) = 2i`, while the alternating sum of contraction
terms with coefficients `δ` is zero. -/
theorem recursion_fails_odd :
    (word pauli).trace = 2 * Complex.I ∧
    ∑ k : Fin 2, (-1) ^ (k : ℕ) * (if (0 : Fin 3) = k.succ then 1 else 0 : ℂ) *
      (word fun j : Fin 1 => pauli (k.succAbove j).succ).trace = 0 := by
  have hk : ∀ k : Fin 2, ¬ (0 : Fin 3) = k.succ := by decide
  constructor
  · simp [word, List.ofFn_succ, pauli, Matrix.trace_fin_two]
    ring
  · exact Finset.sum_eq_zero fun k _ => by rw [if_neg (hk k), mul_zero, zero_mul]

end

end CliffordTrace
```

For three operators ($m=1$ in the recursion) the left side is $\operatorname{tr}(\sigma_x\sigma_y\sigma_z)=\operatorname{tr}(i\sigma_z^2)=2i$. The coefficients $\delta_{0,k+1}$ vanish for $k=0,1$ (`hk`), so the right side is $0$. The relations and cyclicity hold, the length is odd, and the recursion fails.

```lean
#print axioms CliffordTrace.trace_recursion
-- 'CliffordTrace.trace_recursion' depends on axioms: [propext, Classical.choice, Quot.sound]
#print axioms CliffordTrace.trace_four
-- 'CliffordTrace.trace_four' depends on axioms: [propext, Classical.choice, Quot.sound]
#print axioms CliffordTrace.trace_odd_eq_zero
-- 'CliffordTrace.trace_odd_eq_zero' depends on axioms: [propext, Classical.choice, Quot.sound]
#print axioms CliffordTrace.recursion_fails_odd
-- 'CliffordTrace.recursion_fails_odd' depends on axioms: [propext, Classical.choice, Quot.sound]
```
